# Invertible orbital mixing preserves the local one-body values of a Slater determinant, while truncating an orbital can change them

Before a variational Monte Carlo run, the occupied orbitals may be replaced by localised linear combinations, so that fewer of them are appreciable at any given electron position. For a single Slater determinant of one spin species, without a Jastrow factor, an invertible replacement multiplies the wavefunction by a constant. It leaves local one-body values, such as the kinetic part of the local energy, unchanged wherever the determinant is nonzero. Cutting off the tails of the localised orbitals is a different operation, and a three-site example shows that it can change both the wavefunction and a local value.

## The determinant and its one-body values

```lean
import Mathlib

open Matrix

namespace SlaterOrbitalMixing

noncomputable section

variable {K X n : Type*} [Field K] [Fintype n] [DecidableEq n]
```

`K` is the field of numbers, for instance the real or complex numbers. `X` is the set of positions, and `n` is a finite set that labels both electrons and orbitals, so all matrices are square.

```lean
/-- The Slater matrix: row `i` holds the values of all orbitals at the position of electron `i`. -/
def slater (φ : n → X → K) (r : n → X) : Matrix n n K :=
  Matrix.of fun i j => φ j (r i)
```

Given orbitals \(\varphi_j\) and a configuration \(r\), with electron \(i\) at \(r_i\), this is the matrix \(A_{ij}=\varphi_j(r_i)\). The type `n → X → K` reads: for each label, a function from positions to numbers.

```lean
/-- The (unnormalised) Slater determinant at the configuration `r`. -/
def wave (φ : n → X → K) (r : n → X) : K := (slater φ r).det
```

The wavefunction is \(\Psi(r)=\det A\). The usual factor \(1/\sqrt{N!}\) for \(N\) electrons is left out; it cancels in every local value.

```lean
/-- New orbitals formed as linear combinations of the old ones, with coefficients in the
columns of `M`. -/
def mix {V : Type*} [AddCommGroup V] [Module K V] (M : Matrix n n K) (φ : n → V) : n → V :=
  fun j => ∑ k, M k j • φ k
```

The new orbitals are \(\varphi'_j=\sum_k M_{kj}\varphi_k\), with the coefficients in the columns of \(M\). `V` can be any vector space, which later allows orbitals from a restricted class.

```lean
/-- A one-body operator acting on the Slater determinant of `φ`, where `ψ j` is the operator applied
to orbital `j`: the sum, over all electrons, of the determinant in which only that electron's row is
replaced by the values of `ψ`. -/
def oneBodyAction (φ ψ : n → X → K) (r : n → X) : K :=
  ∑ i, ((slater φ r).updateRow i (slater ψ r i)).det
```

Let \(O\) be a one-body operator, \(\psi_j=O\varphi_j\) and \(B_{ij}=\psi_j(r_i)\). As a function of \(r_i\) alone, \(\Psi\) is a linear combination of the orbitals, with cofactors as coefficients. Acting with \(O\) on electron \(i\) therefore replaces row \(i\) of \(A\) by row \(i\) of \(B\). The file takes the sum of these determinants over all electrons as the definition of the action.

```lean
/-- The trace formula for the local value of a one-body operator, where `ψ j` is the operator
applied to orbital `j`. -/
def localValue (φ ψ : n → X → K) (r : n → X) : K :=
  ((slater φ r)⁻¹ * slater ψ r).trace
```

The local value is \(\operatorname{tr}(A^{-1}B)\). The next two theorems connect this formula to the action.

```lean
/-- Replacing the rows of `A` one at a time by those of `B` and adding the determinants gives
the trace of `B` times the adjugate of `A`. -/
theorem sum_det_updateRow (A B : Matrix n n K) :
    ∑ i, (A.updateRow i (B i)).det = (B * A.adjugate).trace := by
  simp only [Matrix.trace, Matrix.diag_apply, Matrix.mul_apply]
  refine Finset.sum_congr rfl fun i _ => ?_
  -- Cramer's rule expands the determinant along the replaced row
  rw [← Matrix.cramer_transpose_apply, Matrix.cramer_eq_adjugate_mulVec,
    ← Matrix.adjugate_transpose]
  simp only [Matrix.mulVec, dotProduct, Matrix.transpose_apply]
  exact Finset.sum_congr rfl fun j _ => mul_comm _ _
```

Expand the \(i\)-th determinant along its replaced row. The cofactors do not involve that row, so they are those of \(A\), and the cofactor at \((i,j)\) is \((\operatorname{adj}A)_{ji}\). Hence

\[
\sum_i\sum_j B_{ij}(\operatorname{adj}A)_{ji}=\operatorname{tr}(B\operatorname{adj}A).
\]

In Lean, `Finset.sum_congr` reduces the claim to one \(i\), and the lemmas on `cramer` supply the expansion.

```lean
/-- Away from the nodes, a one-body operator acting on the Slater determinant gives the
trace formula times the determinant. -/
theorem oneBodyAction_eq (φ ψ : n → X → K) (r : n → X) (h : wave φ r ≠ 0) :
    oneBodyAction φ ψ r = localValue φ ψ r * wave φ r := by
  unfold oneBodyAction localValue wave at *
  have hadj : (slater φ r).adjugate = (slater φ r).det • (slater φ r)⁻¹ := by
    rw [Matrix.inv_def, Ring.inverse_eq_inv', smul_smul, mul_inv_cancel₀ h, one_smul]
  rw [sum_det_updateRow, hadj, Matrix.mul_smul, Matrix.trace_smul, Matrix.trace_mul_comm,
    smul_eq_mul, mul_comm]
```

The hypothesis `h` says that \(r\) is not on a node. Then \(\operatorname{adj}A=(\det A)A^{-1}\), which is the step `hadj`, and

\[
\operatorname{tr}(B\operatorname{adj}A)=\det A\,\operatorname{tr}(BA^{-1})=\operatorname{tr}(A^{-1}B)\,\Psi(r).
\]

So the trace formula is the ratio of the operator's action to the wavefunction.

## What mixing does

```lean
omit [DecidableEq n] in
/-- For any linear operator `L`, mixing the orbitals multiplies the matrix of values of
`L` on the orbitals by the mixing matrix from the right. -/
theorem slater_mix {V : Type*} [AddCommGroup V] [Module K V] (L : V →ₗ[K] (X → K))
    (M : Matrix n n K) (φ : n → V) (r : n → X) :
    slater (fun j => L (mix M φ j)) r = slater (fun j => L (φ j)) r * M := by
  ext i j
  simp only [slater, mix, Matrix.of_apply, Matrix.mul_apply, map_sum, map_smul,
    Finset.sum_apply, Pi.smul_apply, smul_eq_mul]
  exact Finset.sum_congr rfl fun k _ => mul_comm _ _
```

`V →ₗ[K] (X → K)` is the type of linear maps from `V` to functions on `X`. For such a map \(L\),

\[
(L\varphi'_j)(r_i)=\sum_k (L\varphi_k)(r_i)\,M_{kj},
\]

so the matrix of values is multiplied by \(M\) from the right. The `simp only` call carries \(L\) through the sum, and `mul_comm` reorders each product.

```lean
/-- Mixing the orbitals multiplies the Slater determinant by the determinant of the mixing
matrix, at every configuration. -/
theorem wave_mix (M : Matrix n n K) (φ : n → X → K) (r : n → X) :
    wave (mix M φ) r = wave φ r * M.det := by
  have h : slater (mix M φ) r = slater φ r * M := slater_mix LinearMap.id M φ r
  rw [wave, h, Matrix.det_mul, wave]
```

With \(L\) the identity, the Slater matrix becomes \(AM\), and \(\det(AM)=\det A\,\det M\). The factor is the same at every configuration. If \(M\) is singular, the new determinant vanishes everywhere.

```lean
/-- Invertible orbital mixing keeps a nonzero Slater determinant nonzero and leaves the local
value of every one-body operator `O`, with domain `V`, unchanged. -/
theorem localValue_mix (V : Submodule K (X → K)) (O : V →ₗ[K] (X → K))
    (M : Matrix n n K) (φ : n → V) (r : n → X) (hM : M.det ≠ 0)
    (hφ : wave (fun j => (φ j : X → K)) r ≠ 0) :
    wave (fun j => ((mix M φ j : V) : X → K)) r ≠ 0 ∧
    localValue (fun j => ((mix M φ j : V) : X → K)) (fun j => O (mix M φ j)) r =
      localValue (fun j => (φ j : X → K)) (fun j => O (φ j)) r := by
  have hA : slater (fun j => ((mix M φ j : V) : X → K)) r =
      slater (fun j => (φ j : X → K)) r * M := slater_mix V.subtype M φ r
  constructor
  · rw [wave, hA, Matrix.det_mul]
    exact mul_ne_zero hφ hM
  · -- the mixing matrix and its inverse meet under the cyclic trace
    have hMM : M * M⁻¹ = 1 := Matrix.mul_nonsing_inv M (isUnit_iff_ne_zero.mpr hM)
    rw [localValue, localValue, hA, slater_mix O M φ r, Matrix.mul_inv_rev,
      Matrix.mul_assoc, Matrix.trace_mul_comm, Matrix.mul_assoc, Matrix.mul_assoc, hMM,
      Matrix.mul_one]
```

Here `V` is the domain of \(O\), a subspace of the functions on `X`, and the orbitals lie in it. For the kinetic energy, `V` can be the twice-differentiable functions. The notation `(φ j : X → K)` regards such an orbital as an ordinary function. The hypotheses are \(\det M\neq0\) and \(\Psi(r)\neq0\).

The first conclusion, that the mixed determinant is nonzero, follows from the product rule. For the second, `slater_mix` is used twice, turning \(A\) into \(AM\) and \(B\) into \(BM\). Then

\[
\operatorname{tr}\big((AM)^{-1}BM\big)=\operatorname{tr}(M^{-1}A^{-1}BM)=\operatorname{tr}(A^{-1}BMM^{-1})=\operatorname{tr}(A^{-1}B).
\]

The final `rw` follows this line: `mul_inv_rev` inverts the product, `trace_mul_comm` moves \(M^{-1}\) to the end, and `hMM` cancels it.

Without \(\det M\neq0\) the statement fails already for one electron. Take \(\varphi(r)=1\), \(O\) the identity and \(M=0\). The original local value is 1, but the mixed orbital is zero and its local value would be \(0/0\).

The operator could also have been modelled as a linear map on all functions. The statement would then be shorter and would still suit lattice models, but a Laplacian would first need some artificial extension to non-differentiable functions.

## Cutting off a tail on three sites

```lean
/-- Two orbitals on three sites, both with amplitude `e` on the third site. -/
def full (e : ℝ) : Fin 2 → Fin 3 → ℝ := ![![1, 0, e], ![0, 1, e]]
```

The sites are numbered 0, 1, 2. The orbitals are \((1,0,e)\) and \((0,1,e)\), with \(e\) real.

```lean
/-- The same two orbitals with the amplitude of the first one on the third site cut off. -/
def truncated (e : ℝ) : Fin 2 → Fin 3 → ℝ := ![![1, 0, 0], ![0, 1, e]]
```

The first orbital loses its amplitude on site 2.

```lean
/-- The one-body operator on three sites that sums the amplitudes of an orbital over all sites. -/
def siteSum : (Fin 3 → ℝ) →ₗ[ℝ] (Fin 3 → ℝ) where
  toFun f := fun _ => ∑ y, f y
  map_add' f g := by
    ext x
    simp [Finset.sum_add_distrib]
  map_smul' c f := by
    ext x
    simp [Finset.mul_sum]
```

This operator is \((Of)(x)=\sum_y f(y)\): hopping with unit amplitude between all sites, plus a unit on-site term. The last two fields prove that it is linear.

```lean
/-- For nonzero `e`, the two-electron determinant of the truncated orbitals is not a constant
multiple of the original one. -/
theorem truncated_not_proportional (e : ℝ) (he : e ≠ 0) :
    ¬ ∃ c : ℝ, ∀ r : Fin 2 → Fin 3, wave (truncated e) r = c * wave (full e) r := by
  rintro ⟨c, hc⟩
  -- electrons on the first two sites force c = 1, on the last two sites c = 0
  have h1 := hc ![0, 1]
  have h2 := hc ![1, 2]
  have a1 : wave (truncated e) ![0, 1] = 1 := by
    simp [wave, slater, truncated, Matrix.det_fin_two]
  have a2 : wave (full e) ![0, 1] = 1 := by
    simp [wave, slater, full, Matrix.det_fin_two]
  have b1 : wave (truncated e) ![1, 2] = 0 := by
    simp [wave, slater, truncated, Matrix.det_fin_two]
  have b2 : wave (full e) ![1, 2] = -e := by
    simp [wave, slater, full, Matrix.det_fin_two]
  rw [a1, a2] at h1
  rw [b1, b2] at h2
  exact he (by linear_combination e * h1 + h2)
```

Suppose the truncated determinant were \(c\) times the original. With the electrons at \((0,1)\), both determinants equal 1, so \(c=1\). At \((1,2)\), the original is \(-e\) and the truncated one is 0, so \(0=-ce\). Together these give \(e=0\), a contradiction. The steps `a1` to `b2` compute the four values, and `linear_combination` combines the two equations.

Normalised over all ordered configurations, the original values \(1,-e\) are divided by \(\sqrt{2(1+2e^2)}\) and the truncated values \(1,0\) by \(\sqrt{2(1+e^2)}\). Constant factors do not affect proportionality.

```lean
/-- With the electrons on the first two sites, the local value of the site-sum operator is
`2 + 2 * e` for the original orbitals and `2 + e` for the truncated ones. -/
theorem localValue_truncated (e : ℝ) :
    localValue (full e) (fun j => siteSum (full e j)) ![0, 1] = 2 + 2 * e ∧
    localValue (truncated e) (fun j => siteSum (truncated e j)) ![0, 1] = 2 + e := by
  -- both Slater matrices are the identity at this configuration
  have h1 : slater (full e) ![0, 1] = 1 := by
    ext i j
    fin_cases i <;> fin_cases j <;> simp [slater, full]
  have h2 : slater (truncated e) ![0, 1] = 1 := by
    ext i j
    fin_cases i <;> fin_cases j <;> simp [slater, truncated]
  constructor
  · rw [localValue, h1, inv_one, one_mul, Matrix.trace_fin_two]
    simp [slater, full, siteSum, Fin.sum_univ_three]
    ring
  · rw [localValue, h2, inv_one, one_mul, Matrix.trace_fin_two]
    simp [slater, truncated, siteSum, Fin.sum_univ_three]
    ring

end

end SlaterOrbitalMixing
```

At \((0,1)\) both Slater matrices are the identity, so the local value is \(\operatorname{tr}B\). Each original orbital sums to \(1+e\), which gives \(2+2e\). The truncated first orbital sums to 1, which gives \(2+e\). The local value thus shifts by exactly the amplitude that was cut off. Normalising the orbitals would not alter these numbers, since rescaling them is an invertible mixing with diagonal \(M\).

```lean
#print axioms SlaterOrbitalMixing.oneBodyAction_eq
-- 'SlaterOrbitalMixing.oneBodyAction_eq' depends on axioms: [propext, Classical.choice, Quot.sound]
#print axioms SlaterOrbitalMixing.localValue_mix
-- 'SlaterOrbitalMixing.localValue_mix' depends on axioms: [propext, Classical.choice, Quot.sound]
#print axioms SlaterOrbitalMixing.truncated_not_proportional
-- 'SlaterOrbitalMixing.truncated_not_proportional' depends on axioms: [propext, Classical.choice, Quot.sound]
#print axioms SlaterOrbitalMixing.localValue_truncated
-- 'SlaterOrbitalMixing.localValue_truncated' depends on axioms: [propext, Classical.choice, Quot.sound]
```
